# Unique Steady State of a Majorana Covariance Matrix when X + Xᵀ Is Positive Definite

**Q:** Which matrices are these, and in which convention?

**A:** Take fermions with a quadratic Hamiltonian, coupled to memoryless baths that add and remove single particles. They are described by a Lindblad master equation whose jump operators are linear in the creation and annihilation operators. Their Majorana operators w_j, with w_j² = 1, have the real antisymmetric covariance matrix G_jk = (i/2)⟨[w_j, w_k]⟩, which obeys

dG/dt = Y − (X G + G Xᵀ).

The real matrix X holds the Hamiltonian part (antisymmetric) and the damping (symmetric); Y is the driving by the baths. A steady state solves X G + G Xᵀ = Y. In Lean the indices come from any finite type `n`, so odd sizes are allowed too.

```lean
import Mathlib

open Matrix

namespace MajoranaSteadyState

variable {n : Type*} [Fintype n]
```

The left-hand side of the steady-state equation is called `relax X G`.

```lean
/-- The relaxation term `X G + G Xᵀ` in the equation of motion
`dG/dt = Y - (X G + G Xᵀ)` of a Majorana covariance matrix `G`. -/
def relax (X G : Matrix n n ℝ) : Matrix n n ℝ := X * G + G * Xᵀ
```

The name `overlap` means the entrywise inner product ⟨A, B⟩ = Σ_ij A_ij B_ij, not an overlap of quantum states.

```lean
/-- The Frobenius inner product of two real matrices, the sum of the products of their entries. -/
def overlap (A B : Matrix n n ℝ) : ℝ := ∑ i, ∑ j, A i j * B i j
```

**Q:** Why should damping exclude a second steady state?

**A:** Two steady states differ by a solution of the undriven equation, so take the overlap of G with its own relaxation term:

⟨G, X G⟩ = Σ_ijk G_ij X_ik G_kj = Σ_j c_j · X c_j

⟨G, G Xᵀ⟩ = Σ_ijk G_ij G_ik X_jk = Σ_i r_i · X r_i

Here c_j is column j of G, written `Gᵀ j` in Lean, and r_i is row i, written `G i`. The proof treats the two sums separately: the first needs its summations exchanged, the second a reordering of factors.

```lean
/-- The overlap of `G` with its relaxation term is the quadratic form of `X`, summed over
all columns and all rows of `G`. -/
theorem overlap_relax (X G : Matrix n n ℝ) :
    overlap G (relax X G) =
      (∑ j, Gᵀ j ⬝ᵥ (X *ᵥ Gᵀ j)) + ∑ i, G i ⬝ᵥ (X *ᵥ G i) := by
  simp only [overlap, relax, Matrix.add_apply, mul_add, Finset.sum_add_distrib]
  congr 1
  · rw [Finset.sum_comm]
    rfl
  · refine Finset.sum_congr rfl fun i _ => Finset.sum_congr rfl fun j _ => ?_
    simp only [Matrix.mul_apply, Matrix.mulVec, dotProduct, Matrix.transpose_apply]
    congr 1
    exact Finset.sum_congr rfl fun k _ => mul_comm _ _
```

**Q:** You assume positivity of X + Xᵀ, but those terms contain X alone.

**A:** A real quadratic form does not see the antisymmetric part:

v · (X + Xᵀ) v = 2 v · X v.

So v · X v > 0 for every v ≠ 0. Physically, every real combination of Majorana operators is damped directly.

```lean
/-- If `X + Xᵀ` is positive definite, the quadratic form of `X` itself is positive on every
nonzero real vector. -/
theorem quadratic_pos {X : Matrix n n ℝ} (hX : (X + Xᵀ).PosDef) {v : n → ℝ} (hv : v ≠ 0) :
    0 < v ⬝ᵥ (X *ᵥ v) := by
  have h := hX.dotProduct_mulVec_pos hv
  -- the transpose has the same quadratic form
  have ht : v ⬝ᵥ (Xᵀ *ᵥ v) = v ⬝ᵥ (X *ᵥ v) := by
    rw [Matrix.mulVec_transpose, dotProduct_comm, ← Matrix.dotProduct_mulVec]
  rw [star_trivial, Matrix.add_mulVec, dotProduct_add, ht] at h
  linarith
```

If X G + G Xᵀ = 0, the two sums add up to zero. No term is negative, and a nonzero G would have a nonzero row with a strictly positive term. Hence G = 0.

```lean
/-- If `X + Xᵀ` is positive definite, the only matrix whose relaxation term vanishes is zero. -/
theorem eq_zero_of_relax_eq_zero {X G : Matrix n n ℝ} (hX : (X + Xᵀ).PosDef)
    (hG : relax X G = 0) : G = 0 := by
  have nonneg : ∀ v : n → ℝ, 0 ≤ v ⬝ᵥ (X *ᵥ v) := by
    intro v
    by_cases hv : v = 0
    · simp [hv]
    · exact (quadratic_pos hX hv).le
  have h := overlap_relax X G
  have h0 : overlap G (relax X G) = 0 := by simp [hG, overlap]
  have hcol : 0 ≤ ∑ j, Gᵀ j ⬝ᵥ (X *ᵥ Gᵀ j) := Finset.sum_nonneg fun j _ => nonneg _
  by_contra hne
  -- a nonzero matrix has a nonzero row, which contributes strictly
  have hrow : ∃ i, G i ≠ 0 := by
    by_contra hall
    push Not at hall
    exact hne (funext hall)
  obtain ⟨i, hi⟩ := hrow
  have hpos : 0 < ∑ i, G i ⬝ᵥ (X *ᵥ G i) :=
    Finset.sum_pos' (fun k _ => nonneg _) ⟨i, Finset.mem_univ i, quadratic_pos hX hi⟩
  linarith
```

**Q:** That is uniqueness. Where does a solution come from, and is it antisymmetric, as a Majorana covariance matrix must be?

**A:** The map G ↦ X G + G Xᵀ is linear on a finite-dimensional space. It is injective, hence surjective, so every real Y has a solution. If Yᵀ = −Y, transposing the equation gives

X Gᵀ + Gᵀ Xᵀ = −Y,

and adding the original shows that Gᵀ + G solves the undriven equation, so it vanishes. The theorem states both parts: `∃!` gives exactly one G among all real matrices, and for antisymmetric Y any solution is antisymmetric. In the proof, `L` is the linear map and `hsum` is the added equation.

```lean
/-- Dissipative steady state: if `X + Xᵀ` is positive definite, then `X G + G Xᵀ = Y` has exactly
one real solution `G` for every real `Y`, and `G` is antisymmetric whenever `Y` is. -/
theorem steady_state {X : Matrix n n ℝ} (hX : (X + Xᵀ).PosDef) (Y : Matrix n n ℝ) :
    (∃! G, relax X G = Y) ∧ (Yᵀ = -Y → ∀ G, relax X G = Y → Gᵀ = -G) := by
  let L : Matrix n n ℝ →ₗ[ℝ] Matrix n n ℝ :=
    { toFun := relax X
      map_add' := fun A B => by
        simp only [relax, Matrix.mul_add, Matrix.add_mul]
        abel
      map_smul' := fun c A => by
        simp only [relax, Matrix.mul_smul, Matrix.smul_mul, smul_add, RingHom.id_apply] }
  have hinj : Function.Injective L :=
    (injective_iff_map_eq_zero L).mpr fun G hG => eq_zero_of_relax_eq_zero hX hG
  refine ⟨?_, fun hY G hG => ?_⟩
  · -- in finite dimension, uniqueness implies existence
    obtain ⟨G, hG⟩ := LinearMap.injective_iff_surjective.mp hinj Y
    exact ⟨G, hG, fun G' hG' => hinj (Eq.trans hG' hG.symm)⟩
  · -- the symmetric part of the solution is not driven
    have ht : relax X Gᵀ = -Y := by
      rw [← hY, ← hG]
      simp only [relax, Matrix.transpose_add, Matrix.transpose_mul, Matrix.transpose_transpose]
      abel
    have hsum : relax X (Gᵀ + G) = 0 := by
      have h : relax X (Gᵀ + G) = relax X Gᵀ + relax X G := L.map_add _ _
      rw [h, ht, hG, neg_add_cancel]
    exact eq_neg_of_add_eq_zero_left (eq_zero_of_relax_eq_zero hX hsum)
```

The derivation of X and Y from the Lindblad master equation is not part of the proof. The Lindblad form also ensures that the eigenvalues of iG lie between −1 and 1, which an arbitrary antisymmetric Y does not.

**Q:** Does the system actually reach this state?

**A:** Let S be a steady state and D = G − S. Then dD/dt = −(X D + D Xᵀ). If v · X v ≥ κ v · v for all v, the rows and columns each contribute at least κ⟨D, D⟩, so

d⟨D, D⟩/dt = −2⟨D, X D + D Xᵀ⟩ ≤ −4κ⟨D, D⟩.

Thus exp(4κt)⟨D, D⟩ never grows, which is `hanti` in the proof. The trajectory is assumed to satisfy the equation of motion at all real times; the bound holds for t ≥ 0 and means decay when κ > 0. If X + Xᵀ is positive definite (and there is at least one index), half its smallest eigenvalue is such a κ. So G tends to S exponentially, but does not reach it in finite time unless it starts there.

```lean
/-- Distance from a steady state `S`: if `G` obeys `dG/dt = Y - (X G + G Xᵀ)` at all real times and
`v · X v ≥ κ v · v` for all real vectors `v`, the squared Frobenius distance of `G t` from `S` at
times `t ≥ 0` is at most `exp (-4 κ t)` times its initial value. -/
theorem relaxation_bound {X Y S : Matrix n n ℝ} {κ : ℝ}
    (hκ : ∀ v : n → ℝ, κ * (v ⬝ᵥ v) ≤ v ⬝ᵥ (X *ᵥ v)) (hS : relax X S = Y)
    {G : ℝ → Matrix n n ℝ}
    (hG : ∀ t i j, HasDerivAt (fun s => G s i j) ((Y - relax X (G t)) i j) t)
    {t : ℝ} (ht : 0 ≤ t) :
    overlap (G t - S) (G t - S) ≤
      Real.exp (-(4 * κ * t)) * overlap (G 0 - S) (G 0 - S) := by
  -- the relaxation term dominates the squared distance
  have bound : ∀ D : Matrix n n ℝ, 2 * κ * overlap D D ≤ overlap D (relax X D) := by
    intro D
    have hr : κ * overlap D D ≤ ∑ i, D i ⬝ᵥ (X *ᵥ D i) := by
      rw [overlap, Finset.mul_sum]
      exact Finset.sum_le_sum fun i _ => hκ (D i)
    have hc : κ * overlap D D ≤ ∑ j, Dᵀ j ⬝ᵥ (X *ᵥ Dᵀ j) := by
      rw [overlap, Finset.sum_comm, Finset.mul_sum]
      exact Finset.sum_le_sum fun j _ => hκ (Dᵀ j)
    rw [overlap_relax]
    linarith
  -- the deviation from the steady state obeys the undriven equation
  have hF : ∀ t, HasDerivAt (fun s => overlap (G s - S) (G s - S))
      (-2 * overlap (G t - S) (relax X (G t - S))) t := by
    intro t
    have e : relax X (G t - S) = relax X (G t) - Y := by
      rw [← hS]
      simp only [relax, Matrix.mul_sub, Matrix.sub_mul]
      abel
    have hD : ∀ i j, HasDerivAt (fun s => (G s - S) i j) (-(relax X (G t - S) i j)) t := by
      intro i j
      refine ((hG t i j).sub_const (S i j)).congr_deriv ?_
      rw [e]
      simp only [Matrix.sub_apply]
      ring
    have h := HasDerivAt.fun_sum (u := Finset.univ) (fun i _ =>
      HasDerivAt.fun_sum (u := Finset.univ) (fun j _ => (hD i j).fun_mul (hD i j)))
    refine h.congr_deriv ?_
    simp only [overlap, Finset.mul_sum]
    exact Finset.sum_congr rfl fun i _ => Finset.sum_congr rfl fun j _ => by ring
  have hp : ∀ t, HasDerivAt (fun s => Real.exp (4 * κ * s) * overlap (G s - S) (G s - S))
      (Real.exp (4 * κ * t) * (4 * κ) * overlap (G t - S) (G t - S) +
        Real.exp (4 * κ * t) * (-2 * overlap (G t - S) (relax X (G t - S)))) t := by
    intro t
    have he : HasDerivAt (fun s => Real.exp (4 * κ * s)) (Real.exp (4 * κ * t) * (4 * κ)) t :=
      (((hasDerivAt_id t).const_mul (4 * κ)).exp).congr_deriv (by simp)
    exact he.fun_mul (hF t)
  -- hence the rescaled squared distance never grows
  have hanti := antitone_of_deriv_nonpos (fun t => (hp t).differentiableAt) (fun t => by
    rw [(hp t).deriv]
    have := mul_le_mul_of_nonneg_left (bound (G t - S)) (Real.exp_pos (4 * κ * t)).le
    linarith)
  have h1 : Real.exp (4 * κ * t) * overlap (G t - S) (G t - S) ≤
      Real.exp (4 * κ * 0) * overlap (G 0 - S) (G 0 - S) := hanti ht
  rw [mul_zero, Real.exp_zero, one_mul] at h1
  calc overlap (G t - S) (G t - S)
      = Real.exp (-(4 * κ * t)) * (Real.exp (4 * κ * t) * overlap (G t - S) (G t - S)) := by
        rw [← mul_assoc, ← Real.exp_add, neg_add_cancel, Real.exp_zero, one_mul]
    _ ≤ _ := mul_le_mul_of_nonneg_left h1 (Real.exp_pos _).le
```

**Q:** And with no damping at all?

**A:** Then Xᵀ = −X, and X X + X Xᵀ = 0. Any multiple of X can be added to a solution of the matrix equation, so for X ≠ 0 a solution is never unique. Physically, no damping also means no driving, Y = 0, and every multiple of X small enough to keep the eigenvalues of iG between −1 and 1 is then a steady covariance matrix.

```lean
/-- Without damping, that is for antisymmetric `X`, adding any multiple of `X` to a solution of
`X G + G Xᵀ = Y` gives a solution again. -/
theorem undamped_family {X Y G : Matrix n n ℝ} (hX : Xᵀ = -X) (hG : relax X G = Y) (c : ℝ) :
    relax X (G + c • X) = Y := by
  rw [← hG]
  simp only [relax, hX, Matrix.mul_add, Matrix.add_mul, Matrix.mul_smul, Matrix.smul_mul,
    Matrix.mul_neg]
  abel
```

**Q:** Show me a case I can recognise.

**A:** Take one mode of energy ε (with ħ = 1), with loss rate γ₋, gain rate γ₊ and γ = γ₊ + γ₋ > 0. Here X + Xᵀ is γ times the identity. The proof checks the stated solution entry by entry and takes uniqueness from `steady_state`.

```lean
/-- A single fermionic mode (two Majorana modes) with rotation frequency `ε`, damping rate `γ > 0`
and antisymmetric driving of strength `γ s` has exactly one steady state, the antisymmetric matrix
with upper right entry `s`. -/
theorem single_mode {γ : ℝ} (hγ : 0 < γ) (ε s : ℝ) (G : Matrix (Fin 2) (Fin 2) ℝ) :
    relax !![γ / 2, -ε; ε, γ / 2] G = !![0, γ * s; -(γ * s), 0] ↔ G = !![0, s; -s, 0] := by
  have hX : (!![γ / 2, -ε; ε, γ / 2] + !![γ / 2, -ε; ε, γ / 2]ᵀ).PosDef := by
    have e : !![γ / 2, -ε; ε, γ / 2] + !![γ / 2, -ε; ε, γ / 2]ᵀ =
        Matrix.diagonal (fun _ : Fin 2 => γ) := by
      ext i j
      fin_cases i <;> fin_cases j <;> simp
    rw [e]
    exact Matrix.PosDef.diagonal fun _ => hγ
  have hs : relax !![γ / 2, -ε; ε, γ / 2] !![0, s; -s, 0] = !![0, γ * s; -(γ * s), 0] := by
    ext i j
    -- write out the entries of both products before inserting the indices
    simp only [relax, Matrix.add_apply, Matrix.mul_apply, Matrix.transpose_apply,
      Fin.sum_univ_two]
    fin_cases i <;> fin_cases j <;> simp <;> ring
  constructor
  · intro h
    exact (steady_state hX _).1.unique h hs
  · rintro rfl
    exact hs

end MajoranaSteadyState
```

With a = (w₁ + i w₂)/2, the rates give s = (γ₊ − γ₋)/(γ₊ + γ₋), and the occupation is (1 + s)/2 = γ₊/γ.

**Q:** Where would I meet this in a larger calculation?

**A:** In a chain of N sites with non-interacting spinless fermions, one mode per site and loss or gain on each, X is a 2N × 2N matrix. One brings it to Schur form, solves the resulting triangular equations for G, and reads off densities and currents without propagating in time. If only the two end sites have loss or gain and N ≥ 3, X + Xᵀ is singular and `steady_state` does not apply, although the steady state can still be unique.

If X + Xᵀ is positive definite, the same argument with G − Gᵀ shows that a symmetric Y gives a symmetric G. The covariance of a linear classical system driven by white noise obeys an equation of this form. The theorem does not apply directly to a damped oscillator with friction on the momentum alone, because in position and momentum its X + Xᵀ is not positive definite.

```lean
#print axioms MajoranaSteadyState.steady_state
#print axioms MajoranaSteadyState.relaxation_bound
#print axioms MajoranaSteadyState.undamped_family
#print axioms MajoranaSteadyState.single_mode
```

```
'MajoranaSteadyState.steady_state' depends on axioms: [propext, Classical.choice, Quot.sound]
'MajoranaSteadyState.relaxation_bound' depends on axioms: [propext, Classical.choice, Quot.sound]
'MajoranaSteadyState.undamped_family' depends on axioms: [propext, Classical.choice, Quot.sound]
'MajoranaSteadyState.single_mode' depends on axioms: [propext, Classical.choice, Quot.sound]
```
